# For one electron on a finite lattice and one light mode, the Peierls Hamiltonian is conjugate to dipole coupling plus self-energy

**Q:** Take one electron on two sites, at \(x_1=0\) and \(x_2=d\), with real hopping \(t\) and one light mode of energy \(w\). In the Peierls Hamiltonian the light couples to the electron only through a phase on the hopping. Where would a term in \(d^2\) come from?

**A:** From the photon energy. Let \(a\) and \(b\) be the annihilation and creation operators, and let \(u(s)=e^{igs(a+b)}\) be the phase for a hop of length \(s\), where \(g\) is the charge times the vector-potential amplitude of the mode, over \(\hbar\). Then

\[
H_P=\begin{pmatrix} w\,ba & t\,u(-d)\\ t\,u(d) & w\,ba\end{pmatrix},\qquad
G=\begin{pmatrix}1&0\\0&u(d)\end{pmatrix}.
\]

In \(G^{-1}H_PG\) the upper right entry is \(t\,u(-d)u(d)=t\), and the lower left is \(u(-d)\,t\,u(d)=t\). The phases have gone, but the lower right entry is now \(w\,u(-d)\,ba\,u(d)\). Since \(u(-d)\,a\,u(d)=a+igd\) and \(u(-d)\,b\,u(d)=b-igd\), it equals

\[
w(b-igd)(a+igd)=w\big(ba+igd(b-a)+g^2d^2\big).
\]

With \(g=0.1\), \(d=3\), \(w=2\), this is \(2ba+0.6i(b-a)+0.18\). The 0.18 is the self-energy.

**Q:** And for any number of sites?

**A:** The same two calculations suffice. With \(G=\mathrm{diag}(u(x_j))\), the hopping entry becomes

\[
u(-x_j)\,t_{jk}\,u(x_j-x_k)\,u(x_k)=t_{jk}\,u(0)=t_{jk},
\]

and each diagonal photon term is displaced by its own \(x_j\):

\[
(G^{-1}H_PG)_{jk}=t_{jk}+\delta_{jk}\,w\big(ba+igx_j(b-a)+g^2x_j^2\big).
\]

**Q:** What does the formal version take as its operators?

**A:** Elements of an arbitrary complex algebra `A`. The finite type `n` labels the sites.

In Lean 4 with Mathlib:

```lean
import Mathlib

open Complex (I)
open Polynomial

namespace PeierlsDipoleGauge

noncomputable section

variable {A : Type*} [Ring A] [Algebra ℂ A]
variable {n : Type*} [Fintype n] [DecidableEq n]
```

The exponential is replaced by the relations we used.

```lean
/-- The phases `u s` form a one-parameter group that displaces the mode operators
`a` and `b` by `i g s` and `-i g s`. -/
structure IsDisplacement (g : ℝ) (u : ℝ → A) (a b : A) : Prop where
  add : ∀ s t, u s * u t = u (s + t)
  zero : u 0 = 1
  conj_a : ∀ s : ℝ, u (-s) * a * u s = a + (I * g * s) • (1 : A)
  conj_b : ∀ s : ℝ, u (-s) * b * u s = b - (I * g * s) • (1 : A)
```

**Q:** So the displacement is assumed.

**A:** Yes. The relations stand for the fact that the exponential of the vector potential shifts the conjugate field quadrature. They don't require \([a,b]=1\), that \(b\) be the adjoint of \(a\), or that \(u(s)\) be unitary; the physical mode has all three properties.

**Q:** Are the Hamiltonians the ones you wrote?

**A:** Entry by entry. In `peierls`, `t j k` is any complex matrix, so Hermitian hopping is a special case and its diagonal holds the site energies. The zero-point energy is left out.

```lean
/-- The Peierls Hamiltonian: hopping `t j k` dressed by the phase `u (x j - x k)`,
plus the mode energy `w b a` on every site. -/
def peierls (u : ℝ → A) (a b : A) (t : Matrix n n ℂ) (x : n → ℝ) (w : ℝ) :
    Matrix n n A :=
  Matrix.of fun j k => t j k • u (x j - x k) + if j = k then (w : ℂ) • (b * a) else 0
```

The dipole form has the bare hopping and the three terms of the displaced photon energy.

```lean
/-- The dipole-gauge Hamiltonian: bare hopping, mode energy, coupling linear in the
position, and self-energy quadratic in the position. -/
def dipole (g : ℝ) (a b : A) (t : Matrix n n ℂ) (x : n → ℝ) (w : ℝ) :
    Matrix n n A :=
  Matrix.of fun j k => t j k • (1 : A) + if j = k then
    (w : ℂ) • (b * a + (I * g * x j) • (b - a) + ((g : ℂ) ^ 2 * (x j : ℂ) ^ 2) • (1 : A))
    else 0
```

The transformation and the self-energy are diagonal matrices over `A`.

```lean
/-- The gauge transformation, which applies the phase `u (x j)` on site `j`. -/
def gauge (u : ℝ → A) (x : n → ℝ) : Matrix n n A :=
  Matrix.diagonal fun j => u (x j)

/-- The dipole self-energy `w g² x_j²` as a diagonal matrix. -/
def selfEnergy (A : Type*) [Ring A] [Algebra ℂ A] (g : ℝ) (x : n → ℝ) (w : ℝ) :
    Matrix n n A :=
  Matrix.diagonal fun j => ((w : ℂ) * (g : ℂ) ^ 2 * (x j : ℂ) ^ 2) • (1 : A)
```

**Q:** What physics is built into these definitions?

**A:** A single electron, a single mode that is uniform across the lattice, and a position operator that is diagonal in the chosen orbitals. Dipole matrix elements between different orbitals don't appear. Nor is the Peierls form derived from minimal coupling in the continuum; it is the starting point.

**Q:** Show me the step that produces the square.

**A:** `conj_number` inserts \(u(s)u(-s)=1\) between \(b\) and \(a\), which is `hsplit`, and then applies the two displacement relations. With \(c=igs\), it expands \((b-c)(a+c)=ba+c(b-a)-c^2\), and `hc` records that \(-c^2=g^2s^2\).

```lean
variable {g : ℝ} {u : ℝ → A} {a b : A}

/-- Displacing the product `b a` produces a term linear in `b - a` and a quadratic
scalar term. -/
theorem conj_number (h : IsDisplacement g u a b) (s : ℝ) :
    u (-s) * (b * a) * u s =
      b * a + (I * g * s) • (b - a) + ((g : ℂ) ^ 2 * (s : ℂ) ^ 2) • (1 : A) := by
  have hu : u s * u (-s) = 1 := by rw [h.add, add_neg_cancel, h.zero]
  have hc : (g : ℂ) ^ 2 * (s : ℂ) ^ 2 = -((I * g * s) * (I * g * s)) := by
    linear_combination ((g : ℂ) ^ 2 * (s : ℂ) ^ 2) * Complex.I_mul_I
  -- insert `u s * u (-s) = 1` between the two mode operators
  have hsplit : u (-s) * (b * a) * u s = (u (-s) * b * u s) * (u (-s) * a * u s) := by
    calc u (-s) * (b * a) * u s = u (-s) * b * 1 * a * u s := by noncomm_ring
      _ = u (-s) * b * (u s * u (-s)) * a * u s := by rw [hu]
      _ = _ := by simp only [mul_assoc]
  rw [hsplit, h.conj_a, h.conj_b, hc]
  generalize I * (g : ℂ) * (s : ℂ) = c
  simp only [sub_mul, mul_add, smul_mul_assoc, mul_smul_comm, one_mul, mul_one]
  module
```

Gauge matrices multiply by adding positions, because they are diagonal and \(u(s)u(t)=u(s+t)\).

```lean
/-- Successive gauge transformations add their positions. -/
theorem gauge_mul (h : IsDisplacement g u a b) (x y : n → ℝ) :
    gauge u x * gauge u y = gauge u (x + y) := by
  simp [gauge, Matrix.diagonal_mul_diagonal, h.add]
```

Taking \(y=-x\) gives the inverse.

```lean
/-- The gauge transformation with reversed positions is a right inverse. -/
theorem gauge_mul_neg (h : IsDisplacement g u a b) (x : n → ℝ) :
    gauge u x * gauge u (-x) = 1 := by
  rw [gauge_mul h, add_neg_cancel]
  simp [gauge, h.zero]
```

**Q:** And the main identity?

**A:** It is proved one entry at a time. `hop` is the cancellation of the three phases. The case split on `j = k` then either applies `conj_number` or leaves zero.

```lean
/-- The gauge transformation carries the Peierls Hamiltonian exactly into the dipole-gauge
Hamiltonian with its self-energy. -/
theorem peierls_to_dipole (h : IsDisplacement g u a b) (t : Matrix n n ℂ)
    (x : n → ℝ) (w : ℝ) :
    gauge u (-x) * peierls u a b t x w * gauge u x = dipole g a b t x w := by
  ext j k
  -- the hopping phase is cancelled by the phases of the two sites
  have hop : u (-x j) * u (x j - x k) * u (x k) = 1 := by
    rw [h.add, h.add, show -x j + (x j - x k) + x k = 0 by ring, h.zero]
  simp only [gauge, peierls, dipole, Matrix.mul_diagonal, Matrix.diagonal_mul,
    Matrix.of_apply, Pi.neg_apply]
  rw [mul_add, add_mul, mul_smul_comm, smul_mul_assoc, hop]
  congr 1
  by_cases hjk : j = k
  · subst hjk
    rw [if_pos rfl, if_pos rfl, mul_smul_comm, smul_mul_assoc, conj_number h]
  · rw [if_neg hjk, if_neg hjk, mul_zero, zero_mul]
```

**Q:** Does that give equal energies?

**A:** It gives equal spectra in the algebraic sense: \(\lambda\) is in the spectrum of \(H\) if \(\lambda-H\) has no inverse in the algebra of matrices over `A`. Since \(\lambda-G^{-1}H_PG=G^{-1}(\lambda-H_P)G\), one side is invertible exactly when the other is. The proof packages \(G\) with its inverse as a unit `U` and uses invariance under conjugation. For unbounded operators on a Hilbert space, domains would need separate treatment.

```lean
/-- The Peierls and dipole-gauge Hamiltonians have the same spectrum in the algebra of matrices over
`A`. -/
theorem spectrum_eq (h : IsDisplacement g u a b) (t : Matrix n n ℂ)
    (x : n → ℝ) (w : ℝ) :
    spectrum ℂ (dipole g a b t x w) = spectrum ℂ (peierls u a b t x w) := by
  have h' : gauge u (-x) * gauge u x = 1 := by
    simpa only [neg_neg] using gauge_mul_neg h (-x)
  let U : (Matrix n n A)ˣ := ⟨gauge u x, gauge u (-x), gauge_mul_neg h x, h'⟩
  rw [← peierls_to_dipole h]
  exact spectrum.units_conjugate' (R := ℂ) (a := peierls u a b t x w) (u := U)
```

**Q:** People sometimes drop the quadratic term because \(g\) is small. What does that change?

**A:** Write \(D\) for the dipole Hamiltonian and \(S\) for the diagonal matrix with entries \(wg^2x_j^2\). These entries are scalars, so \(S\) commutes with \(G\), and

\[
G(D-S)G^{-1}=H_P-S.
\]

Dropping the term therefore amounts to adding a potential \(-wg^2x_j^2\) to the original lattice. In the two-site example, the second site is lowered by 0.18. In the proof, `hcomm` is the commutation and `hback` is the main identity read backwards.

```lean
/-- Deleting the self-energy in the dipole gauge and transforming back gives the Peierls Hamiltonian
minus the site potential `w g² x_j²`. -/
theorem drop_selfEnergy (h : IsDisplacement g u a b) (t : Matrix n n ℂ)
    (x : n → ℝ) (w : ℝ) :
    gauge u x * (dipole g a b t x w - selfEnergy A g x w) * gauge u (-x) =
      peierls u a b t x w - selfEnergy A g x w := by
  have hcomm : gauge u x * selfEnergy A g x w = selfEnergy A g x w * gauge u x := by
    simp [gauge, selfEnergy, Matrix.diagonal_mul_diagonal]
  have hback : gauge u x * dipole g a b t x w * gauge u (-x) = peierls u a b t x w := by
    rw [← peierls_to_dipole h]
    calc _ = (gauge u x * gauge u (-x)) * peierls u a b t x w *
          (gauge u x * gauge u (-x)) := by simp only [mul_assoc]
      _ = _ := by rw [gauge_mul_neg h, one_mul, mul_one]
  rw [mul_sub, sub_mul, hback, hcomm, mul_assoc, gauge_mul_neg h, mul_one]
```

**Q:** The dipole form contains \(x_j\) itself, so it depends on where I put the origin.

**A:** The matrix does, but a change of origin only conjugates it. Shifting every position by \(c\) leaves \(H_P\) unchanged, since it contains only differences; that is `hP`. The gauge matrix for \(x+c\) factors into those for \(x\) and for \(c\), so

\[
D(x+c)=G(c)^{-1}D(x)\,G(c),
\]

where \(G(c)\) applies the same \(u(c)\) on every site.

```lean
/-- Shifting all positions by `c` conjugates the dipole-gauge Hamiltonian by the same
displacement `u c` on every site. -/
theorem dipole_origin (h : IsDisplacement g u a b) (t : Matrix n n ℂ)
    (x : n → ℝ) (w c : ℝ) :
    dipole g a b t (x + fun _ => c) w =
      gauge u (-fun _ => c) * dipole g a b t x w * gauge u (fun _ => c) := by
  -- the Peierls Hamiltonian contains only position differences
  have hP : peierls u a b t (x + fun _ => c) w = peierls u a b t x w := by
    simp [peierls]
  rw [← peierls_to_dipole h t (x + fun _ => c) w, ← peierls_to_dipole h t x w, hP,
    neg_add_rev, ← gauge_mul h (-fun _ => c) (-x), ← gauge_mul h x (fun _ => c)]
  simp only [mul_assoc]
```

**Q:** Do any operators satisfy your relations? I would worry about a finite photon basis.

**A:** Rightly. For \(N\times N\) matrices with \(N\ge1\), conjugation preserves the trace, so \(u(-s)\,a\,u(s)=a+igs\) would give \(igsN=0\) for every \(s\), which forces \(g=0\). For \(g\ne0\) the photon space must therefore be infinite-dimensional. For a one-electron, one-mode lattice simulation, this means that the two gauges are exactly equivalent before a photon cutoff is imposed, and a difference seen afterwards can come from the cutoff.

An infinite-dimensional example uses complex polynomials, with \(u(s)\) as translation.

```lean
/-- Translation of polynomials, `p(X) ↦ p(X + s)`. -/
def shift (s : ℝ) : Module.End ℂ ℂ[X] where
  toFun p := p.comp (X + C (s : ℂ))
  map_add' p q := by simp
  map_smul' c p := by simp
```

The mode operators are combinations \(\alpha X+\beta\,d/dX\).

```lean
/-- The operator `α X + β d/dX` on polynomials. -/
def quad (α β : ℂ) : Module.End ℂ ℂ[X] :=
  α • LinearMap.mulLeft ℂ (X : ℂ[X]) + β • Polynomial.derivative
```

**Q:** Why does translation displace them?

**A:** Translate \(p(X)\) to \(p(X+s)\), multiply by \(X\), and translate back: the result is \((X-s)\,p(X)\). Differentiation commutes with translation. So \(\alpha X+\beta\,d/dX\) changes by \(-\alpha s\). In the proof, `hc` says that the two translations undo each other, and `hd` is the commutation with the derivative.

```lean
/-- Translation by `s` displaces `α X + β d/dX` by `-α s`. -/
theorem shift_conj (α β : ℂ) (s : ℝ) :
    shift (-s) * quad α β * shift s = quad α β - (α * s) • 1 := by
  refine LinearMap.ext fun p => ?_
  have hc : ∀ q : ℂ[X], (q.comp (X + C (s : ℂ))).comp (X + C ((-s : ℝ) : ℂ)) = q := by
    intro q
    rw [comp_assoc]
    simp
  have hd : derivative (p.comp (X + C (s : ℂ))) =
      (derivative p).comp (X + C (s : ℂ)) := by simp [derivative_comp]
  change (α • (X * p.comp (X + C (s : ℂ))) + β • derivative (p.comp (X + C (s : ℂ)))).comp
    (X + C ((-s : ℝ) : ℂ)) = α • (X * p) + β • derivative p - (α * s) • p
  rw [hd, add_comp, smul_comp, smul_comp, mul_comp, X_comp, hc, hc]
  simp only [smul_eq_C_mul, Complex.ofReal_neg, map_neg, map_mul]
  ring
```

For the commutator, write \(\partial=d/dX\). The \(X^2\) and \(\partial^2\) terms cancel, which leaves

\[
[\alpha X+\beta\partial,\ \gamma X+\delta\partial]=(\beta\gamma-\alpha\delta)(\partial X-X\partial)=\beta\gamma-\alpha\delta .
\]

```lean
/-- The commutator of two operators `α X + β d/dX` and `γ X + δ d/dX` is the scalar
`β γ - α δ`. -/
theorem quad_commutator (α β γ δ : ℂ) :
    quad α β * quad γ δ - quad γ δ * quad α β = (β * γ - α * δ) • 1 := by
  refine LinearMap.ext fun p => ?_
  change (α • (X * (γ • (X * p) + δ • derivative p)) +
      β • derivative (γ • (X * p) + δ • derivative p)) -
    (γ • (X * (α • (X * p) + β • derivative p)) +
      δ • derivative (α • (X * p) + β • derivative p)) = (β * γ - α * δ) • p
  simp only [smul_eq_C_mul, derivative_add, derivative_mul, derivative_C, derivative_X,
    map_sub, map_mul]
  ring
```

Now choose, for \(g\ne0\),

\[
a=-igX-\frac{i}{2g}\partial,\qquad b=igX-\frac{i}{2g}\partial .
\]

The coefficients of \(X\) give the displacements \(+igs\) and \(-igs\), and the commutator is \([a,b]=\tfrac12+\tfrac12=1\). The theorem checks the group law, the value at zero, both displacements and this commutator. It puts no inner product on the polynomials, so it concerns the algebra and not self-adjointness.

```lean
/-- For `g ≠ 0`, translations and two combinations of `X` and `d/dX` on polynomials
satisfy the displacement relations and the canonical commutation relation. -/
theorem isDisplacement_witness (g : ℝ) (hg : g ≠ 0) :
    IsDisplacement g shift (quad (-(I * g)) (-(I / (2 * g)))) (quad (I * g) (-(I / (2 * g))))
    ∧ quad (-(I * g)) (-(I / (2 * g))) * quad (I * g) (-(I / (2 * g))) -
      quad (I * g) (-(I / (2 * g))) * quad (-(I * g)) (-(I / (2 * g))) = 1 := by
  refine ⟨⟨fun s t => ?_, ?_, fun s => ?_, fun s => ?_⟩, ?_⟩
  · refine LinearMap.ext fun p => ?_
    change (p.comp (X + C (t : ℂ))).comp (X + C (s : ℂ)) = p.comp (X + C ((s + t : ℝ) : ℂ))
    rw [comp_assoc]
    simp [add_assoc]
  · refine LinearMap.ext fun p => ?_
    change p.comp (X + C ((0 : ℝ) : ℂ)) = p
    simp
  · rw [shift_conj]
    module
  · rw [shift_conj]
  · have hg' : (g : ℂ) ≠ 0 := by exact_mod_cast hg
    have hk : I / (2 * g) * (I * g) = -1 / 2 := by
      calc I / (2 * g) * (I * g) = (I * I) * ((g : ℂ) / g) / 2 := by ring
        _ = -1 / 2 := by rw [Complex.I_mul_I, div_self hg', mul_one]
    have hone : -(I / (2 * g)) * (I * g) - -(I * g) * -(I / (2 * g)) = 1 := by
      linear_combination (-2) * hk
    rw [quad_commutator, hone, one_smul]

end

end PeierlsDipoleGauge
```

**Q:** Suppose I keep everything except the relation for \(a\). Does the main identity survive?

**A:** No. Keep this \(u\) and \(b\), but set \(a=0\). Take one site at \(x=1\), with \(t=0\) and \(w=1\). The Peierls Hamiltonian is \(ba=0\), and so is every conjugate of it. The dipole expression is \(igb+g^2\). Acting on the constant polynomial 1, for which \(b\cdot1=igX\), it gives

\[
ig(igX)+g^2=g^2(1-X)\neq0 .
\]

So the group law and the displacement of \(b\) do not suffice for the main identity.

```lean
#print axioms PeierlsDipoleGauge.spectrum_eq
#print axioms PeierlsDipoleGauge.drop_selfEnergy
#print axioms PeierlsDipoleGauge.dipole_origin
```

```
'PeierlsDipoleGauge.spectrum_eq' depends on axioms: [propext, Classical.choice, Quot.sound]
'PeierlsDipoleGauge.drop_selfEnergy' depends on axioms: [propext, Classical.choice, Quot.sound]
'PeierlsDipoleGauge.dipole_origin' depends on axioms: [propext, Classical.choice, Quot.sound]
```
